# Levy–Perdew scaling of the constrained search: F_a(n) = a² F_1((1/a)·n) for nonnegative T of degree two and W of degree one

To get the exchange-correlation energy of an approximate density functional at coupling strength a, I evaluate the full-coupling functional at the density scaled by 1/a and multiply by a². Differentiating in a then gives the adiabatic-connection integrand. The step rests on a relation for the constrained-search functional F_a(n), the infimum of T + aW over all states of density n:

F_a(n) = a² F_1((1/a)·n), for a > 0.

Here T is the kinetic energy, W the electron repulsion, and l·n the density n after uniform scaling by l. I know the argument with a minimising wavefunction, but I would like it made rigorous without assuming that a minimiser exists, with every hypothesis visible and the proof checked by machine. Can that be done?

## Scaling every trial state

Yes. The argument uses how states, densities and energies scale, together with T ≥ 0, W ≥ 0 and the existence of at least one state for every density considered; these last conditions make the infimum finite for a ≥ 0. Write l·x for the state x scaled by l > 0, and

E_a(x) = T(x) + a W(x).

Since T(l·x) = l² T(x) and W(l·x) = l W(x),

E_{la}(l·x) = l² T(x) + (la) l W(x) = l² E_a(x).

Let a ≥ 0. If x has density n, then l·x has density l·n, so it is a trial state for F_{la}(l·n):

F_{la}(l·n) ≤ l² E_a(x).

This holds for every x of density n. Dividing by l² shows that F_{la}(l·n)/l² is a lower bound for all the energies E_a(x), hence at most their infimum:

F_{la}(l·n) ≤ l² F_a(n).

Now apply the same inequality with factor 1/l, coupling la and density l·n. Scaling by l and then by 1/l restores n, so

F_a(n) ≤ l⁻² F_{la}(l·n).

The two inequalities together give

F_{la}(l·n) = l² F_a(n).

Setting the original coupling to 1, the factor to a and the density to (1/a)·n gives the relation you asked about.

At zero coupling the same equality reads F_0(l·n) = l² F_0(n). At coupling 1/l it gives

F_1(l·n)/l² = F_{1/l}(n),

so the high-density limit is a weak-coupling limit. Because W ≥ 0, the right-hand side is at least F_0(n). For any c > F_0(n) there is a state x of density n with T(x) < c, and

F_{1/l}(n) ≤ T(x) + W(x)/l < c

for large l. Hence F_1(l·n)/l² tends to F_0(n).

Here is the complete Lean file.

```lean
import Mathlib

open Filter Topology

noncomputable section

namespace LevyPerdewScaling

/-- States and densities with a scaling by positive factors, a density map that respects it,
a kinetic energy `T` of degree two and an interaction energy `W` of degree one.
The scaling maps carry meaning for positive factors only. -/
structure ScalingModel (X D : Type*) where
  scale : ℝ → X → X
  scaleD : ℝ → D → D
  dens : X → D
  T : X → ℝ
  W : X → ℝ
  scale_one : ∀ x, scale 1 x = x
  scale_mul : ∀ l m, 0 < l → 0 < m → ∀ x, scale (l * m) x = scale l (scale m x)
  dens_scale : ∀ l, 0 < l → ∀ x, dens (scale l x) = scaleD l (dens x)
  dens_surj : Function.Surjective dens
  T_scale : ∀ l, 0 < l → ∀ x, T (scale l x) = l ^ 2 * T x
  W_scale : ∀ l, 0 < l → ∀ x, W (scale l x) = l * W x
  T_nonneg : ∀ x, 0 ≤ T x
  W_nonneg : ∀ x, 0 ≤ W x

variable {X D : Type*} (M : ScalingModel X D)

/-- The energy `T + a W` of a state at coupling strength `a`. -/
def ScalingModel.energy (a : ℝ) (x : X) : ℝ := M.T x + a * M.W x

/-- The energies at coupling `a` of all states with density `n`. -/
def ScalingModel.energies (a : ℝ) (n : D) : Set ℝ :=
  {e | ∃ x, M.dens x = n ∧ M.energy a x = e}

/-- The constrained-search functional `F_a(n)`: the infimum of `T + a W` over the states of
density `n`, for couplings `a ≥ 0`. -/
def ScalingModel.F (a : ℝ) (n : D) : ℝ := sInf (M.energies a n)

/-- The state `x` has density `n` and attains the constrained search at coupling `a`, for couplings
`a ≥ 0`. -/
def ScalingModel.IsMinimiser (a : ℝ) (n : D) (x : X) : Prop :=
  M.dens x = n ∧ M.energy a x = M.F a n

/-- For nonnegative coupling, `F_a(n)` is the greatest lower bound of the energies of the states
with density `n`. -/
theorem ScalingModel.isGLB_F {a : ℝ} (ha : 0 ≤ a) (n : D) :
    IsGLB (M.energies a n) (M.F a n) := by
  obtain ⟨x, hx⟩ := M.dens_surj n
  refine isGLB_csInf ⟨_, x, hx, rfl⟩ ⟨0, ?_⟩
  rintro e ⟨y, -, rfl⟩
  exact add_nonneg (M.T_nonneg y) (mul_nonneg ha (M.W_nonneg y))

/-- For nonnegative coupling, the energy of any state is at least the functional evaluated at its
density. -/
theorem ScalingModel.F_le {a : ℝ} (ha : 0 ≤ a) (x : X) :
    M.F a (M.dens x) ≤ M.energy a x :=
  (M.isGLB_F ha (M.dens x)).1 ⟨x, rfl, rfl⟩

/-- Scaling a density by two positive factors with product one gives the density back. -/
theorem ScalingModel.scaleD_cancel {l m : ℝ} (hl : 0 < l) (hm : 0 < m) (h : l * m = 1)
    (n : D) : M.scaleD l (M.scaleD m n) = n := by
  obtain ⟨x, rfl⟩ := M.dens_surj n
  rw [← M.dens_scale m hm, ← M.dens_scale l hl, ← M.scale_mul l m hl hm, h, M.scale_one]

/-- The energy of a state scaled by `l`, at coupling `l a`, is `l ^ 2` times the energy of the
original state at coupling `a`. -/
theorem ScalingModel.energy_scale {l : ℝ} (hl : 0 < l) (a : ℝ) (x : X) :
    M.energy (l * a) (M.scale l x) = l ^ 2 * M.energy a x := by
  unfold ScalingModel.energy
  rw [M.T_scale l hl, M.W_scale l hl]
  ring

/-- For nonnegative coupling, scaling the density and the coupling together by `l > 0` multiplies
the constrained-search functional by `l ^ 2`. -/
theorem ScalingModel.F_scale {l a : ℝ} (hl : 0 < l) (ha : 0 ≤ a) (n : D) :
    M.F (l * a) (M.scaleD l n) = l ^ 2 * M.F a n := by
  -- scaled trial states give one inequality, for positive factors and nonnegative couplings
  have key : ∀ (k b : ℝ) (m : D), 0 < k → 0 ≤ b →
      M.F (k * b) (M.scaleD k m) ≤ k ^ 2 * M.F b m := by
    intro k b m hk hb
    have h : M.F (k * b) (M.scaleD k m) / k ^ 2 ≤ M.F b m := by
      refine (M.isGLB_F hb m).2 ?_
      rintro e ⟨x, rfl, rfl⟩
      have h1 := M.F_le (mul_nonneg hk.le hb) (M.scale k x)
      rw [M.dens_scale k hk, M.energy_scale hk] at h1
      rw [div_le_iff₀ (pow_pos hk 2)]
      linarith
    rw [div_le_iff₀ (pow_pos hk 2)] at h
    linarith
  refine le_antisymm (key l a n hl ha) ?_
  -- the inverse scaling gives the other
  have hi : 0 < l⁻¹ := inv_pos.2 hl
  have h := key l⁻¹ (l * a) (M.scaleD l n) hi (mul_nonneg hl.le ha)
  rw [M.scaleD_cancel hi hl (inv_mul_cancel₀ hl.ne'), inv_mul_cancel_left₀ hl.ne'] at h
  calc l ^ 2 * M.F a n ≤ l ^ 2 * (l⁻¹ ^ 2 * M.F (l * a) (M.scaleD l n)) :=
        mul_le_mul_of_nonneg_left h (sq_nonneg l)
    _ = (l * l⁻¹) ^ 2 * M.F (l * a) (M.scaleD l n) := by ring
    _ = M.F (l * a) (M.scaleD l n) := by rw [mul_inv_cancel₀ hl.ne']; ring

/-- Levy-Perdew scaling along the adiabatic connection: the functional at coupling `a > 0` is
`a ^ 2` times the functional at full coupling, taken at the density scaled by `1 / a`. -/
theorem ScalingModel.adiabatic_scaling {a : ℝ} (ha : 0 < a) (n : D) :
    M.F a n = a ^ 2 * M.F 1 (M.scaleD a⁻¹ n) := by
  have h := M.F_scale ha zero_le_one (M.scaleD a⁻¹ n)
  rwa [mul_one, M.scaleD_cancel ha (inv_pos.2 ha) (mul_inv_cancel₀ ha.ne')] at h

/-- A state attains the search at coupling `a > 0` and density `n` exactly when the state scaled
by `1 / a` attains the search at full coupling and the density scaled by `1 / a`. -/
theorem ScalingModel.isMinimiser_iff {a : ℝ} (ha : 0 < a) (n : D) (x : X) :
    M.IsMinimiser a n x ↔ M.IsMinimiser 1 (M.scaleD a⁻¹ n) (M.scale a⁻¹ x) := by
  have hi : 0 < a⁻¹ := inv_pos.2 ha
  -- scaling carries minimisers to minimisers
  have key : ∀ (l b : ℝ) (m : D) (y : X), 0 < l → 0 ≤ b → M.IsMinimiser b m y →
      M.IsMinimiser (l * b) (M.scaleD l m) (M.scale l y) := by
    rintro l b m y hl hb ⟨h1, h2⟩
    exact ⟨by rw [M.dens_scale l hl, h1], by rw [M.energy_scale hl, M.F_scale hl hb, h2]⟩
  constructor
  · intro h
    have h' := key a⁻¹ a n x hi ha.le h
    rwa [inv_mul_cancel₀ ha.ne'] at h'
  · intro h
    have h' := key a 1 _ _ ha zero_le_one h
    rwa [mul_one, M.scaleD_cancel ha hi (mul_inv_cancel₀ ha.ne'),
      ← M.scale_mul a a⁻¹ ha hi, mul_inv_cancel₀ ha.ne', M.scale_one] at h'

/-- The noninteracting kinetic functional `F_0` is homogeneous of degree two under scaling of
the density. -/
theorem ScalingModel.noninteracting_scaling {l : ℝ} (hl : 0 < l) (n : D) :
    M.F 0 (M.scaleD l n) = l ^ 2 * M.F 0 n := by
  have h := M.F_scale hl le_rfl n
  rwa [mul_zero] at h

/-- High-density limit: the fully interacting functional at the density scaled by `l`, divided
by `l ^ 2`, tends to the noninteracting kinetic functional as `l` grows. -/
theorem ScalingModel.high_density_limit (n : D) :
    Tendsto (fun l : ℝ => M.F 1 (M.scaleD l n) / l ^ 2) atTop (𝓝 (M.F 0 n)) := by
  -- scaling up the density is the same as weakening the coupling
  have key : ∀ l : ℝ, 0 < l → M.F 1 (M.scaleD l n) / l ^ 2 = M.F l⁻¹ n := by
    intro l hl
    have h := M.F_scale hl (inv_nonneg.2 hl.le) n
    rw [mul_inv_cancel₀ hl.ne'] at h
    rw [h, mul_div_cancel_left₀ _ (pow_ne_zero 2 hl.ne')]
  rw [tendsto_order]
  constructor
  · intro c hc
    filter_upwards [eventually_gt_atTop (0 : ℝ)] with l hl
    rw [key l hl]
    refine lt_of_lt_of_le hc ((M.isGLB_F (inv_nonneg.2 hl.le) n).2 ?_)
    rintro e ⟨x, hx, rfl⟩
    have h := M.F_le le_rfl x
    have hW := mul_nonneg (inv_nonneg.2 hl.le) (M.W_nonneg x)
    rw [hx] at h
    simp only [ScalingModel.energy] at h ⊢
    linarith
  · intro c hc
    -- a nearly optimal noninteracting state serves as trial state at weak coupling
    obtain ⟨e, ⟨x, hx, rfl⟩, hxc⟩ := (isGLB_lt_iff (M.isGLB_F le_rfl n)).1 hc
    have ht : Tendsto (fun l : ℝ => M.energy l⁻¹ x) atTop (𝓝 (M.energy 0 x)) :=
      (tendsto_inv_atTop_zero.mul_const (M.W x)).const_add (M.T x)
    filter_upwards [eventually_gt_atTop (0 : ℝ), ht.eventually_lt_const hxc] with l hl h
    rw [key l hl, ← hx]
    exact (M.F_le (inv_nonneg.2 hl.le) x).trans_lt h

/-- A model whose states are pairs of real numbers, with the first entry as density, the sum of
squares as `T` and the sum of absolute values as `W`. -/
def pairModel : ScalingModel (ℝ × ℝ) ℝ where
  scale l x := (l * x.1, l * x.2)
  scaleD l n := l * n
  dens x := x.1
  T x := x.1 ^ 2 + x.2 ^ 2
  W x := |x.1| + |x.2|
  scale_one x := by simp
  scale_mul l m _ _ x := by simp [mul_assoc]
  dens_scale _ _ _ := rfl
  dens_surj n := ⟨(n, 0), rfl⟩
  T_scale l _ x := by dsimp only; ring
  W_scale l hl x := by
    dsimp only
    rw [abs_mul, abs_mul, abs_of_pos hl]
    ring
  T_nonneg x := add_nonneg (sq_nonneg x.1) (sq_nonneg x.2)
  W_nonneg x := add_nonneg (abs_nonneg x.1) (abs_nonneg x.2)

/-- In the pair model the constrained-search functional is `n ^ 2 + a |n|` for every
nonnegative coupling `a`. -/
theorem pairModel_witness {a : ℝ} (ha : 0 ≤ a) (n : ℝ) :
    pairModel.F a n = n ^ 2 + a * |n| := by
  have e : pairModel.energy a (n, 0) = n ^ 2 + a * |n| := by
    simp [ScalingModel.energy, pairModel]
  refine le_antisymm ((pairModel.F_le ha (n, 0)).trans_eq e) ((pairModel.isGLB_F ha n).2 ?_)
  rintro _ ⟨⟨u, v⟩, hu, rfl⟩
  change u = n at hu
  subst hu
  change u ^ 2 + a * |u| ≤ u ^ 2 + v ^ 2 + a * (|u| + |v|)
  nlinarith [sq_nonneg v, mul_nonneg ha (abs_nonneg v)]

end LevyPerdewScaling
```

```lean
#print axioms LevyPerdewScaling.ScalingModel.adiabatic_scaling
#print axioms LevyPerdewScaling.ScalingModel.isMinimiser_iff
#print axioms LevyPerdewScaling.ScalingModel.noninteracting_scaling
#print axioms LevyPerdewScaling.ScalingModel.high_density_limit
```

```
'LevyPerdewScaling.ScalingModel.adiabatic_scaling' depends on axioms: [propext, Classical.choice, Quot.sound]
'LevyPerdewScaling.ScalingModel.isMinimiser_iff' depends on axioms: [propext, Classical.choice, Quot.sound]
'LevyPerdewScaling.ScalingModel.noninteracting_scaling' depends on axioms: [propext, Classical.choice, Quot.sound]
'LevyPerdewScaling.ScalingModel.high_density_limit' depends on axioms: [propext, Classical.choice, Quot.sound]
```

## What the Lean model says about electrons

In `ScalingModel`, `X` is the type of states and `D` the type of densities. For N electrons in three dimensions, read `X` as the normalised antisymmetric wavefunctions of finite kinetic energy, `D` as the densities they produce, and the scaling maps as

(l·Ψ)(r₁, …, r_N) = l^(3N/2) Ψ(l r₁, …, l r_N)

(l·n)(r) = l³ n(l r),

with spins unchanged. A factor l > 1 compresses the system.

The fields `T_scale` and `W_scale` are assumed. They stand for the change of variables in the expectation values of two derivatives and of 1/r. `dens_scale` says that scaling a state scales its density, and `dens_surj` that every density considered comes from some state. The file does not construct the Coulomb model or verify these laws for it.

`M.F a n` is F_a(n), and `adiabatic_scaling` is the main result, with `M.scaleD a⁻¹ n` for (1/a)·n. `isMinimiser_iff` adds that x attains the search at coupling a exactly when (1/a)·x attains it at full coupling for the scaled density; it does not claim that either minimiser exists. The inequalities for the separate kinetic and repulsion energies under scaling at fixed coupling, also associated with Levy and Perdew, are not treated.

For electronic structure, in any model obeying these laws, the theorem gives the constrained-search functional at every positive coupling from the one at full coupling. For the exact functional, your exchange-correlation rule follows by subtracting F_0, of degree two, and a times the Hartree energy, of degree one; the file has no Hartree term, so that subtraction remains ordinary algebra. An approximate functional need not come from a constrained search, so the theorem does not prove the rule for it; there the rule serves as the definition of the functional at coupling a, modelled on the exact relation.

## How the proof follows the argument

`isGLB_F` shows that F_a(n) is a true greatest lower bound for a ≥ 0: surjectivity supplies a trial state, and nonnegativity supplies the lower bound 0. This matters because Lean's `sInf` returns 0 for an empty or unbounded-below set of reals. `F_le` is the variational inequality for a single state.

`energy_scale` is the one-line energy computation. `scaleD_cancel` shows that inverse scalings of a density cancel, by choosing a state with that density and using the action law on states.

In `F_scale`, the local statement `key` is the inequality from scaled trial states. It is proved for all positive factors, nonnegative couplings and densities, so it can be used once with l and once with `l⁻¹`; `le_antisymm` joins the results. `adiabatic_scaling` and `noninteracting_scaling` are specialisations. `high_density_limit` uses `tendsto_order` to split the limit into the lower and upper estimates given above.

## A two-number model and a failing interaction

In `pairModel` a state is a pair (u, v) with density u, T = u² + v² and W = |u| + |v|. The best choice is v = 0, and `pairModel_witness` proves

F_a(n) = n² + a|n|, for a ≥ 0.

The high-density limit is then visible directly: F_1(l·n)/l² = n² + |n|/l, which tends to n² = F_0(n).

The degree of W is essential. Let states and densities both be real numbers, with the identity as density map, multiplication as scaling, T(x) = x² and W(x) = 1. Every law except `W_scale` holds, but

F_a(n) = n² + a, while a² F_1(n/a) = n² + a².

For positive a these agree only at a = 1.
